# An open chain with symmetric nearest-neighbour hoppings and zero on-site energies has determinant zero for odd length and a signed square of the product of alternate hoppings for even length

Suppose I model an open tight-binding chain by a symmetric matrix whose hoppings are elements of an arbitrary commutative ring, with the same element for a hop to the right and for the hop back. The on-site energies are zero, and the bonds carry hoppings h₁, h₂, and so on. The determinant should then vanish for an odd number of sites, and for 2N sites it should be (−1)ᴺ (h₁ h₃ ⋯ h_{2N−1})². I can see the pattern for two, three and four sites. Can it be proved rigorously for every length, in a form that a machine has checked, and can the zero-energy state of the odd chain be written down as well?

## Removing two sites at a time

Yes to both. Counting from zero suits the proof better, so let h_j now be the hopping between sites j and j+1. Your bonds h₁, h₃, ... become h_0, h_2, ... The only entries of the Hamiltonian H that can be nonzero are

H_{j,j+1} = H_{j+1,j} = h_j.

Write D_n(h_0, h_1, ...) for the determinant with n sites, and take n+2 sites. The first row has a single entry that can be nonzero, h_0 in column 1, and expanding along this row gives it a minus sign. In the minor that remains, the first column again has a single such entry, h_0, now with a plus sign. Removing its row and column leaves the chain without its first two sites:

D_{n+2}(h_0, h_1, h_2, ...) = −h_0² D_n(h_2, h_3, ...).

The hopping h_1, which joined the removed pair to the rest, has disappeared.

One site gives D_1 = 0, so every odd chain has determinant zero. The empty matrix gives D_0 = 1. If the even formula holds for 2N sites and every hopping sequence, then

D_{2N+2} = −h_0² · (−1)ᴺ (h_2 h_4 ⋯ h_{2N})² = (−1)ᴺ⁺¹ (h_0 h_2 ⋯ h_{2N})²,

which is the formula for 2N+2 sites. Nothing is divided, so the argument works in any commutative ring.

## The zero-energy states

For 2N+1 sites, look for amplitudes u_j with u_j = 0 at odd j. The zero-energy equation at an even site then holds at once, because its neighbours are odd. At site 2k+1 it reads

h_{2k} u_{2k} + h_{2k+1} u_{2k+2} = 0.

A solution without denominators is

u_{2k} = (−1)ᵏ (∏_{i<k} h_{2i}) (∏_{k≤i<N} h_{2i+1}).

To check it, put A = ∏_{i<k} h_{2i} and B = ∏_{k+1≤i<N} h_{2i+1}. Then

u_{2k} = (−1)ᵏ A h_{2k+1} B,

u_{2k+2} = −(−1)ᵏ A h_{2k} B,

and the two terms of the equation cancel.

In an integral domain a product of nonzero factors is nonzero, so u is nonzero on every even site if no hopping vanishes. With cut bonds the formula can collapse to the zero vector: for five sites with h_0 = h_3 = 0, all three even amplitudes vanish.

The vector is not normalised. For real hoppings and u ≠ 0, the normalised amplitude at site 2k is u_{2k} / √(∑_{m=0}^{N} u_{2m}²). For equal nonzero hoppings this is (−1)ᵏ/√(N+1), up to an overall sign.

For an even chain over an integral domain, a nonzero solution of Hu = 0 exists exactly when det H = 0. By the determinant formula, this happens exactly when one of h_0, h_2, ..., h_{2N−2} is zero.

## The Lean file

```lean
import Mathlib

open Matrix Finset

namespace TightBindingChainDeterminant

variable {R : Type*} [CommRing R]

/-- Hamiltonian of an open chain of `n` sites with zero on-site energies and
hopping `h j` between the sites `j` and `j + 1`, counted from zero. -/
def chain (h : ℕ → R) (n : ℕ) : Matrix (Fin n) (Fin n) R :=
  Matrix.of fun i j =>
    if (i : ℕ) + 1 = (j : ℕ) then h i else if (j : ℕ) + 1 = (i : ℕ) then h j else 0

/-- The matrix elements of the chain Hamiltonian connect nearest neighbours only. -/
theorem chain_apply (h : ℕ → R) (n : ℕ) (i j : Fin n) :
    chain h n i j =
      if (i : ℕ) + 1 = (j : ℕ) then h i else if (j : ℕ) + 1 = (i : ℕ) then h j else 0 :=
  rfl

/-- Removing the first two sites of a chain costs a factor `-(h 0)^2` in the determinant. -/
theorem det_remove_two_sites (h : ℕ → R) (n : ℕ) :
    (chain h (n + 2)).det = -(h 0) ^ 2 * (chain (fun k => h (k + 2)) n).det := by
  have hz : (Fin.succ (0 : Fin (n + 1))).succAbove 0 = 0 := by
    rfl
  have hj : ∀ j : Fin n, (Fin.succ (0 : Fin (n + 1))).succAbove j.succ = j.succ.succ := by
    intro j
    rw [Fin.succ_succAbove_succ, Fin.succAbove_zero]
  have e01 : chain h (n + 2) 0 (Fin.succ 0) = h 0 := by simp [chain_apply]
  have e10 : chain h (n + 2) (Fin.succ 0) 0 = h 0 := by simp [chain_apply]
  -- the minor left by the first row has at most one nonzero entry in its first column
  have minor : ((chain h (n + 2)).submatrix Fin.succ
      (Fin.succ (0 : Fin (n + 1))).succAbove).det
      = h 0 * (chain (fun k => h (k + 2)) n).det := by
    rw [Matrix.det_succ_column_zero, Fintype.sum_eq_single (0 : Fin (n + 1))]
    · have e : ((chain h (n + 2)).submatrix Fin.succ
          (Fin.succ (0 : Fin (n + 1))).succAbove).submatrix
          (Fin.succAbove 0) Fin.succ = chain (fun k => h (k + 2)) n := by
        ext i j
        simp only [Matrix.submatrix_apply, Fin.succAbove_zero, hj, chain_apply, Fin.val_succ]
        split_ifs <;> first | rfl | omega
      rw [e, Matrix.submatrix_apply, hz, e10]
      simp only [Fin.val_zero]
      ring
    · intro x hx
      have hx' : (x : ℕ) ≠ 0 := fun e => hx (Fin.ext (by simpa using e))
      have e : chain h (n + 2) x.succ 0 = 0 := by
        have s : ((x.succ : Fin (n + 2)) : ℕ) = (x : ℕ) + 1 := Fin.val_succ x
        have z : ((0 : Fin (n + 2)) : ℕ) = 0 := by rfl
        have c1 : ¬ ((x.succ : Fin (n + 2)) : ℕ) + 1 = ((0 : Fin (n + 2)) : ℕ) := by
          rw [s, z]
          omega
        have c2 : ¬ ((0 : Fin (n + 2)) : ℕ) + 1 = ((x.succ : Fin (n + 2)) : ℕ) := by
          rw [s, z]
          omega
        rw [chain_apply, if_neg c1, if_neg c2]
      rw [Matrix.submatrix_apply, hz, e, mul_zero, zero_mul]
  -- the only entry of the first row that can be nonzero is the hopping to the second site
  rw [Matrix.det_succ_row_zero, Fintype.sum_eq_single (Fin.succ (0 : Fin (n + 1)))]
  · rw [minor, e01]
    simp only [Fin.val_succ, Fin.val_zero]
    ring
  · intro x hx
    have hx' : (x : ℕ) ≠ 1 := fun e => hx (Fin.ext (by simpa using e))
    have e : chain h (n + 2) 0 x = 0 := by
      simp only [chain_apply, Fin.val_zero]
      split_ifs <;> first | rfl | contradiction | omega
    rw [e, mul_zero, zero_mul]

/-- The Hamiltonian of a chain with an odd number of sites has determinant zero. -/
theorem det_odd_chain (h : ℕ → R) (N : ℕ) : (chain h (2 * N + 1)).det = 0 := by
  induction N generalizing h with
  | zero =>
    change (chain h 1).det = 0
    rw [Matrix.det_fin_one]
    simp [chain_apply]
  | succ N ih =>
    rw [show 2 * (N + 1) + 1 = (2 * N + 1) + 2 by ring, det_remove_two_sites, ih, mul_zero]

/-- For `2 * N` sites the determinant is `(-1)^N` times the squared product of the
hoppings on every other bond, starting with the first. -/
theorem det_even_chain (h : ℕ → R) (N : ℕ) :
    (chain h (2 * N)).det = (-1) ^ N * (∏ k ∈ range N, h (2 * k)) ^ 2 := by
  induction N generalizing h with
  | zero =>
    change (chain h 0).det = _
    simp
  | succ N ih =>
    have key : (chain (fun k => h (k + 2)) (2 * N)).det
        = (-1) ^ N * (∏ k ∈ range N, h (2 * k + 2)) ^ 2 := ih _
    have hp : ∏ k ∈ range (N + 1), h (2 * k) = (∏ k ∈ range N, h (2 * k + 2)) * h 0 :=
      Finset.prod_range_succ' (fun k => h (2 * k)) N
    rw [show 2 * (N + 1) = 2 * N + 2 by ring, det_remove_two_sites, key, hp]
    ring

/-- Over an integral domain, a chain of `2 * N` sites has a nonzero state of zero energy
exactly when one of the bonds `h 0, h 2, ..., h (2 * N - 2)` is cut. -/
theorem even_chain_zero_energy_iff [IsDomain R] (h : ℕ → R) (N : ℕ) :
    (∃ u : Fin (2 * N) → R, u ≠ 0 ∧ chain h (2 * N) *ᵥ u = 0) ↔
      ∃ k ∈ range N, h (2 * k) = 0 := by
  rw [Matrix.exists_mulVec_eq_zero_iff, det_even_chain,
    (isUnit_one.neg.pow N).mul_right_eq_zero, pow_eq_zero_iff two_ne_zero,
    Finset.prod_eq_zero_iff]

/-- Entry at site `j` of a vector on a chain of `2 * N + 1` sites: it vanishes for odd `j`, and for
even `j` it is a signed product of hoppings to the left and right of the site. -/
def zeroMode (h : ℕ → R) (N j : ℕ) : R :=
  if j % 2 = 0 then
    (-1) ^ (j / 2) * (∏ i ∈ range (j / 2), h (2 * i)) * ∏ i ∈ Ico (j / 2) N, h (2 * i + 1)
  else 0

/-- The entry of the vector `zeroMode` at the even site `2 * k`. -/
theorem zeroMode_even (h : ℕ → R) (N k : ℕ) :
    zeroMode h N (2 * k) =
      (-1) ^ k * (∏ i ∈ range k, h (2 * i)) * ∏ i ∈ Ico k N, h (2 * i + 1) := by
  unfold zeroMode
  rw [if_pos (show 2 * k % 2 = 0 by omega), show 2 * k / 2 = k by omega]

/-- The Hamiltonian of the chain of `2 * N + 1` sites maps the vector `zeroMode` to zero. -/
theorem odd_chain_mulVec_zeroMode (h : ℕ → R) (N : ℕ) :
    chain h (2 * N + 1) *ᵥ (fun j => zeroMode h N j) = 0 := by
  funext i
  change ∑ j, chain h (2 * N + 1) i j * zeroMode h N j = 0
  rcases Nat.even_or_odd' (i : ℕ) with ⟨k, hk | hk⟩
  · -- the neighbours of an even site carry no amplitude
    apply Finset.sum_eq_zero
    intro j _
    simp only [chain_apply, zeroMode]
    split_ifs <;> first | omega | simp
  · -- at an odd site the contributions of the two neighbours cancel
    have hi := i.isLt
    have ha : 2 * k < 2 * N + 1 := by omega
    have hb : 2 * k + 2 < 2 * N + 1 := by omega
    have hab : (⟨2 * k, ha⟩ : Fin (2 * N + 1)) ≠ ⟨2 * k + 2, hb⟩ := by
      intro e
      rw [Fin.mk.injEq] at e
      omega
    have ea : chain h (2 * N + 1) i ⟨2 * k, ha⟩ = h (2 * k) := by
      rw [chain_apply, if_neg (show ¬ (i : ℕ) + 1 = 2 * k by omega),
        if_pos (show 2 * k + 1 = (i : ℕ) by omega)]
    have eb : chain h (2 * N + 1) i ⟨2 * k + 2, hb⟩ = h (2 * k + 1) := by
      rw [chain_apply, if_pos (show (i : ℕ) + 1 = 2 * k + 2 by omega), hk]
    have zb : zeroMode h N (2 * k + 2) = (-1) ^ (k + 1) * (∏ i ∈ range (k + 1), h (2 * i)) *
        ∏ i ∈ Ico (k + 1) N, h (2 * i + 1) := zeroMode_even h N (k + 1)
    rw [Fintype.sum_eq_add _ _ hab]
    · rw [ea, eb]
      change h (2 * k) * zeroMode h N (2 * k) + h (2 * k + 1) * zeroMode h N (2 * k + 2) = 0
      rw [zeroMode_even, zb, Finset.prod_range_succ,
        Finset.prod_eq_prod_Ico_succ_bot (show k < N by omega)]
      ring
    · rintro x ⟨h1, h2⟩
      have h1' : (x : ℕ) ≠ 2 * k := fun e => h1 (Fin.ext e)
      have h2' : (x : ℕ) ≠ 2 * k + 2 := fun e => h2 (Fin.ext e)
      have e : chain h (2 * N + 1) i x = 0 := by
        rw [chain_apply]
        split_ifs <;> first | rfl | omega
      rw [e, zero_mul]

/-- Over an integral domain, if no bond of the odd chain is cut, the vector `zeroMode` has nonzero
amplitude on every even site. -/
theorem zeroMode_even_ne_zero [IsDomain R] (h : ℕ → R) (N k : ℕ) (hk : k ≤ N)
    (hh : ∀ j < 2 * N, h j ≠ 0) : zeroMode h N (2 * k) ≠ 0 := by
  rw [zeroMode_even]
  refine mul_ne_zero (mul_ne_zero (pow_ne_zero _ (neg_ne_zero.mpr one_ne_zero)) ?_) ?_
  · refine Finset.prod_ne_zero_iff.mpr fun i hi => hh _ ?_
    have := Finset.mem_range.mp hi
    omega
  · refine Finset.prod_ne_zero_iff.mpr fun i hi => hh _ ?_
    have := (Finset.mem_Ico.mp hi).2
    omega

end TightBindingChainDeterminant
```

```lean
#print axioms TightBindingChainDeterminant.det_odd_chain
#print axioms TightBindingChainDeterminant.even_chain_zero_energy_iff
#print axioms TightBindingChainDeterminant.odd_chain_mulVec_zeroMode
#print axioms TightBindingChainDeterminant.zeroMode_even_ne_zero
```

```
'TightBindingChainDeterminant.det_odd_chain' depends on axioms: [propext, Classical.choice, Quot.sound]
'TightBindingChainDeterminant.even_chain_zero_energy_iff' depends on axioms: [propext, Classical.choice, Quot.sound]
'TightBindingChainDeterminant.odd_chain_mulVec_zeroMode' depends on axioms: [propext, Classical.choice, Quot.sound]
'TightBindingChainDeterminant.zeroMode_even_ne_zero' depends on axioms: [propext, Classical.choice, Quot.sound]
```

## What the theorems say about the chain

`chain h n` is the Hamiltonian. Its sites are the elements of `Fin n`, and `h : ℕ → R` is an infinite sequence of hoppings, of which a chain of n ≥ 1 sites uses the first n−1. The ring `R` can be the real numbers, but also the integers or a ring of polynomials in which the hoppings are symbols.

`det_odd_chain` states that the determinant is zero for `2 * N + 1` sites, including the single site. `det_even_chain` gives the formula for `2 * N` sites; `range N` runs over 0, ..., N−1, so the product contains h_0, h_2, ..., h_{2N−2}. The case N = 0 is included, with both sides equal to 1.

In `even_chain_zero_energy_iff`, `*ᵥ` is the action of the matrix on a vector, and `u ≠ 0` excludes the trivial solution. The assumption `[IsDomain R]` says that 1 ≠ 0 and that a product vanishes only if a factor does, as is the case for the real numbers. A cut bond is a hopping equal to zero.

`zeroMode h N j` is the amplitude u_j above. `odd_chain_mulVec_zeroMode` says that it solves the zero-energy equation over any commutative ring, but not that it is nonzero. That comes from `zeroMode_even_ne_zero`, which assumes an integral domain and that all 2N hoppings of the chain are nonzero.

The matrix is symmetric and contains no complex conjugation. Real hoppings therefore give a Hermitian Hamiltonian, whereas complex hoppings generally give a complex symmetric matrix that is not Hermitian. On-site energies, longer-range hopping, periodic boundaries and attached leads are not included.

For non-interacting electrons on an isolated finite chain with real hoppings, the determinant decides whether the Green's function (E − H)⁻¹ exists at E = 0: it never does for an odd chain, and for an even chain it does exactly when none of the bonds h_0, h_2, ... is cut.

## How the proof follows the calculation

`det_remove_two_sites` is the recursion. `Matrix.det_succ_row_zero` expands along the first row, and `Fintype.sum_eq_single` keeps only the term in column 1. The intermediate result `minor` does the same for the first column of the remaining matrix, using `Matrix.det_succ_column_zero`. Inside it, the matrix left after both removals is compared entry by entry with the chain whose hoppings are `fun k => h (k + 2)`. There, `rfl` closes the cases in which the two entries agree, and `omega` excludes the impossible ones by arithmetic with the site indices. The signs and the two factors h_0 are collected by `ring`.

Both determinant theorems are inductions on N. They use `generalizing h` because the recursion returns a chain with shifted hoppings, so the induction hypothesis must hold for every sequence. In the even case, `Finset.prod_range_succ'` separates h_0 from the other factors of the product.

The criterion for even chains begins with `Matrix.exists_mulVec_eq_zero_iff`, which turns the existence of a nonzero solution into a vanishing determinant. The remaining rewrites drop the invertible sign (−1)ᴺ, then the square, and finally replace a vanishing product by a vanishing factor.

For the odd chain, `odd_chain_mulVec_zeroMode` treats even and odd sites separately. At an even site every term of the sum is zero. At site 2k+1, `Fintype.sum_eq_add` reduces the sum to the two neighbours. `Finset.prod_range_succ` then extracts h_{2k} from the amplitude on the right, `Finset.prod_eq_prod_Ico_succ_bot` extracts h_{2k+1} from the one on the left, and `ring` carries out the cancellation between the terms containing A and B.

`zeroMode_even_ne_zero` goes through the sign and the two products in turn, checking that each hopping that occurs belongs to one of the chain's 2N bonds.
